# A chain window of at least p + q − gcd(p, q) sites with periods p and q has period gcd(p, q)

Take four neighbouring atoms of a chain, with species $s_0,s_1,s_2,s_3$. Suppose that atoms two sites apart agree, and so do atoms three sites apart. Then $s_1=s_3=s_0$: three steps forward and two back make one step. Since $s_2=s_0$ as well, all four atoms are equal. With only three atoms the same two conditions allow $ABA$, because the path through $s_3$ is missing.

The general question is how many sites one must see before two observed periods $p$ and $q$ force the period $g=\gcd(p,q)$. By the Fine–Wilf theorem, $p+q-g$ sites are always enough. If neither period divides the other, one site fewer does not force the period $g$.

## Labels, window and period

```lean
import Mathlib

namespace PrimitiveCellWindow

variable {α : Type*} {s : ℕ → α} {n m p q r d : ℕ}
```

The label $s(i)$ of site $i$ lies in an arbitrary type `α`: it may be a species, an on-site energy or a list of several such data. The function `s` is defined on all natural numbers, but only the sites $0,\dots,n-1$ form the window. Names in curly braces are arguments that Lean infers from the context.

```lean
/-- The chain `s`, seen on the sites `0, …, n - 1`, has period `p`: any two sites of the
window at distance `p` carry the same label. -/
def HasPeriodOn (s : ℕ → α) (n p : ℕ) : Prop :=
  ∀ i, i + p < n → s (i + p) = s i
```

`HasPeriodOn s n p` says that $s(i+p)=s(i)$ whenever $i+p<n$. A "period" here need not be the smallest one, so a cell of $g$ sites may still be divisible. A period $p\ge n$ holds trivially, since no two sites of the window are that far apart.

## Three moves inside the window

```lean
/-- In a window with period `p`, the label of a site is that of its position modulo `p`. -/
theorem HasPeriodOn.eq_mod (h : HasPeriodOn s n p) (i : ℕ) (hi : i < n) :
    s i = s (i % p) := by
  induction i using Nat.strong_induction_on with
  | _ i ih =>
    rcases Nat.eq_zero_or_pos p with hp | hp
    · rw [hp, Nat.mod_zero]
    rcases Nat.lt_or_ge i p with hlt | hge
    · rw [Nat.mod_eq_of_lt hlt]
    -- translate back by one cell
    have h1 := h (i - p) (by omega)
    rw [Nat.sub_add_cancel hge] at h1
    rw [h1, Nat.mod_eq_sub_mod hge]
    exact ih (i - p) (by omega) (by omega)
```

Stepping back one cell at a time gives
$$s(i)=s(i-p)=s(i-2p)=\dots=s(i\bmod p),$$
and every site on the way lies in the window. The strong induction does this: it takes one step back and applies the claim to the smaller index `i - p`. For $p=0$ the claim is trivial, because Lean sets `i % 0` to `i`. The tactic `omega` settles the inequalities between indices, here and below.

```lean
/-- Euclid's step: a window with periods `p` and `p + r` has period `r` after its last `p`
sites are dropped. -/
theorem euclid_step (hp : HasPeriodOn s n p) (hq : HasPeriodOn s n (p + r)) :
    HasPeriodOn s (n - p) r := by
  intro i hi
  have h1 := hq i (by omega)
  have h2 := hp (i + r) (by omega)
  rw [show i + r + p = i + (p + r) by omega] at h2
  exact h2.symm.trans h1
```

This is the "three forward, two back" of the opening. If $i+r<n-p$, then $i+p+r$ is still in the window, and
$$s(i)=s(i+p+r)=s(i+r).$$
The first equality is the period $p+r$ (`h1`), the second the period $p$ (`h2`). The cost is the last $p$ sites.

```lean
/-- If a window has period `p > 0`, and its labels have a period `d` dividing `p` on the first
`m ≥ p` sites, then the whole window has period `d`. -/
theorem refine_cell (hp0 : 0 < p) (hpm : p ≤ m) (hdp : d ∣ p)
    (hp : HasPeriodOn s n p) (hd : HasPeriodOn s m d) : HasPeriodOn s n d := by
  -- fold into the cell of length `p`, then into the cell of length `d`
  have key : ∀ i, i < n → s i = s (i % d) := fun i hi => by
    rw [hp.eq_mod i hi, hd.eq_mod (i % p) (lt_of_lt_of_le (Nat.mod_lt _ hp0) hpm),
      Nat.mod_mod_of_dvd _ hdp]
  intro i hi
  rw [key (i + d) hi, key i (by omega), Nat.add_mod_right]
```

The lost sites are now recovered. Suppose that $p>0$, that $d$ divides $p$ and that the period $d$ is known on the first $m\ge p$ sites. For any $i<n$,
$$s(i)=s(i\bmod p)=s\big((i\bmod p)\bmod d\big)=s(i\bmod d).$$
The middle step is allowed because $i\bmod p<p\le m$. Sites $i$ and $i+d$ have the same remainder modulo $d$, so their labels agree.

## The common period

```lean
/-- **Fine–Wilf theorem.** A window of at least `p + q - gcd p q` sites with periods `p` and `q`
has period `gcd p q`. -/
theorem fine_wilf (hn : p + q ≤ n + Nat.gcd p q)
    (hp : HasPeriodOn s n p) (hq : HasPeriodOn s n q) :
    HasPeriodOn s n (Nat.gcd p q) := by
  have main : ∀ k p q n : ℕ, p + q ≤ k → p ≤ q → p + q ≤ n + Nat.gcd p q →
      HasPeriodOn s n p → HasPeriodOn s n q → HasPeriodOn s n (Nat.gcd p q) := by
    intro k
    induction k with
    | zero =>
      intro p q n hk _ _ _ hq
      obtain rfl : p = 0 := by omega
      rwa [Nat.gcd_zero_left]
    | succ k ih =>
      intro p q n hk hle hn hp hq
      rcases Nat.eq_zero_or_pos p with rfl | hp0
      · rwa [Nat.gcd_zero_left]
      obtain ⟨r, rfl⟩ := Nat.exists_eq_add_of_le hle
      have hg : Nat.gcd p (p + r) = Nat.gcd p r := by simp
      rw [hg] at hn ⊢
      rcases Nat.eq_zero_or_pos r with rfl | hr0
      · rwa [Nat.gcd_zero_right]
      have hgr := Nat.le_of_dvd hr0 (Nat.gcd_dvd_right p r)
      have hp' : HasPeriodOn s (n - p) p := fun i hi => hp i (by omega)
      have hr' := euclid_step hp hq
      -- the shorter window has the common period by induction
      have hsub : HasPeriodOn s (n - p) (Nat.gcd p r) := by
        rcases le_total p r with h | h
        · exact ih p r (n - p) (by omega) h (by omega) hp' hr'
        · rw [Nat.gcd_comm p r] at hn hgr ⊢
          exact ih r p (n - p) (by omega) h (by omega) hr' hp'
      exact refine_cell hp0 (by omega) (Nat.gcd_dvd_left p r) hp hsub
  rcases le_total p q with h | h
  · exact main _ p q n le_rfl h hn hp hq
  · rw [Nat.gcd_comm p q] at hn ⊢
    exact main _ q p n le_rfl h (by omega) hq hp
```

The length condition $n\ge p+q-g$ is written as `p + q ≤ n + Nat.gcd p q`, which avoids subtraction of natural numbers. Zero periods are allowed.

By hand, let $p\le q$ and write $q=p+r$. If $p=0$ or $r=0$, then $g$ is one of the given periods. Otherwise:

1. $\gcd(p,r)=g$, and by Euclid's step the first $n-p$ sites have periods $p$ and $r$.
2. This shorter window is long enough, since $p+(p+r)\le n+g$ gives $p+r\le(n-p)+g$. By induction it has period $g$.
3. Since $g\le r$, the same inequality gives $n-p\ge p$. The shorter window thus contains a full $p$-cell, and `refine_cell` spreads the period $g$ to all $n$ sites.

In Lean, `main` is an induction on a bound `k` for $p+q$, and `le_total` swaps the two periods when they come in the wrong order.

Both kinds of hypothesis do work. Three sites $ABA$ have periods 2 and 3 but not 1, so the length condition can't be weakened to $n\ge p+q-g-1$. Four sites $ABAB$ are long enough for $p=2$, $q=3$, but of these two periods they have only 2, and again they do not have period 1.

## Continuation to an infinite crystal

```lean
/-- For positive `p` and `q`, a window of at least `p + q - gcd p q` sites with these two periods
continues in exactly one way to an infinite chain on `ℤ` with period `gcd p q`. -/
theorem unique_crystal (hp0 : 0 < p) (hq0 : 0 < q) (hn : p + q ≤ n + Nat.gcd p q)
    (hp : HasPeriodOn s n p) (hq : HasPeriodOn s n q) :
    ∃! t : ℤ → α, Function.Periodic t ((Nat.gcd p q : ℕ) : ℤ) ∧
      ∀ i : ℕ, i < n → t (i : ℤ) = s i := by
  have hd := fine_wilf hn hp hq
  have hgp := Nat.le_of_dvd hp0 (Nat.gcd_dvd_left p q)
  have hgq := Nat.le_of_dvd hq0 (Nat.gcd_dvd_right p q)
  have hg0 := Nat.gcd_pos_of_pos_left q hp0
  generalize Nat.gcd p q = d at hn hd hgp hgq hg0 ⊢
  refine ⟨fun j => s (j % (d : ℤ)).toNat, ⟨?_, ?_⟩, ?_⟩
  · intro j
    simp
  · intro i hi
    show s ((i : ℤ) % (d : ℤ)).toNat = s i
    rw [← Int.natCast_mod, Int.toNat_natCast]
    exact (hd.eq_mod i hi).symm
  · -- every site is a lattice translate of a site in the window
    rintro t ⟨ht, hts⟩
    funext j
    have h0 := Int.emod_nonneg j (show (d : ℤ) ≠ 0 by omega)
    have h1 := Int.emod_lt_of_pos j (show (0 : ℤ) < d by omega)
    have h2 := hts (j % (d : ℤ)).toNat (by omega)
    rw [Int.toNat_of_nonneg h0] at h2
    have h3 : t (j % (d : ℤ) + j / (d : ℤ) * (d : ℤ)) = t (j % (d : ℤ)) :=
      ht.int_mul (j / (d : ℤ)) (j % (d : ℤ))
    have h4 : j % (d : ℤ) + j / (d : ℤ) * (d : ℤ) = j := by
      rw [Int.emod_def]
      ring
    rw [h4] at h3
    exact h3.trans h2
```

`Function.Periodic t c` means $t(j+c)=t(j)$ for all $j$, and `∃!` means "there is exactly one". For existence, set $t(j)=s(j\bmod g)$; `toNat` only turns the non-negative integer remainder into a natural number. For uniqueness, any such $t$ satisfies $t(j)=t(j\bmod g)=s(j\bmod g)$, because $g\le n$ puts the remainder inside the window.

Positivity of $p$ matters here: for $p=0$, $q=1$, $n=0$ the window is empty, and with two species there are two uniform continuations.

If the label records the on-site energy and the hopping to the right-hand neighbour, a non-interacting chain with one orbital per site, hopping between nearest neighbours only and this continuation has Bloch Hamiltonians of size $g\times g$. That a real chain does repeat beyond the observed window remains a physical assumption.

```lean
/-- A window of at least `p + q - 1` sites with coprime periods `p` and `q` is uniform. -/
theorem uniform_of_coprime (hc : Nat.gcd p q = 1) (hn : p + q ≤ n + 1)
    (hp : HasPeriodOn s n p) (hq : HasPeriodOn s n q) (i : ℕ) (hi : i < n) :
    s i = s 0 := by
  have h := fine_wilf (by rw [hc]; exact hn) hp hq
  rw [hc] at h
  rw [h.eq_mod i hi, Nat.mod_one]
```

For coprime periods $g=1$, and $i\bmod 1=0$ gives $s(i)=s(0)$. This is the four-atom case in general.

## One site fewer

```lean
/-- The bound is sharp: if neither of `p`, `q` divides the other, some two-species chain has
periods `p` and `q` on `p + q - gcd p q - 1` sites but does not have period `gcd p q` there. -/
theorem window_bound_sharp (hpq : ¬ p ∣ q) (hqp : ¬ q ∣ p)
    (hn : n + Nat.gcd p q + 1 = p + q) :
    ∃ c : ℕ → Bool, HasPeriodOn c n p ∧ HasPeriodOn c n q ∧
      ¬ HasPeriodOn c n (Nat.gcd p q) := by
  have main : ∀ k p q n : ℕ, p + q ≤ k → 0 < p → p < q → ¬ p ∣ q →
      n + Nat.gcd p q + 1 = p + q → ∃ c : ℕ → Bool, HasPeriodOn c n p ∧
        HasPeriodOn c n q ∧ ¬ HasPeriodOn c n (Nat.gcd p q) := by
    intro k
    induction k with
    | zero => intro p q n hk hp0; omega
    | succ k ih =>
      intro p q n hk hp0 hlt hnd hn
      obtain ⟨r, rfl⟩ := Nat.exists_eq_add_of_le hlt.le
      have hg : Nat.gcd p (p + r) = Nat.gcd p r := by simp
      rw [hg] at hn ⊢
      have hpr : ¬ p ∣ r := fun h => hnd (dvd_add (dvd_refl p) h)
      have hne : p ≠ r := fun h => hpr (h ▸ dvd_refl p)
      by_cases hrp : r ∣ p
      · -- a single impurity at site `p - 1`
        have hle := Nat.le_of_dvd hp0 hrp
        rw [Nat.gcd_eq_right hrp] at hn ⊢
        refine ⟨fun i => decide (i + 1 = p), ?_, ?_, ?_⟩
        · intro i hi
          exact decide_eq_decide.mpr (by omega)
        · intro i hi
          exact decide_eq_decide.mpr (by omega)
        · intro h
          have h1 : (p - 1 - r + r + 1 = p) ↔ (p - 1 - r + 1 = p) :=
            decide_eq_decide.mp (h (p - 1 - r) (by omega))
          omega
      · -- repeat the first `p` sites of the chain for the periods `p` and `r`
        have hr0 : 0 < r := by omega
        have hgr := Nat.le_of_dvd hr0 (Nat.gcd_dvd_right p r)
        obtain ⟨c, hcp, hcr, hcd⟩ : ∃ c : ℕ → Bool, HasPeriodOn c (n - p) p ∧
            HasPeriodOn c (n - p) r ∧ ¬ HasPeriodOn c (n - p) (Nat.gcd p r) := by
          rcases lt_or_gt_of_ne hne with h | h
          · exact ih p r (n - p) (by omega) hp0 h hpr (by omega)
          · rw [Nat.gcd_comm p r] at hn hgr ⊢
            obtain ⟨c, h1, h2, h3⟩ := ih r p (n - p) (by omega) hr0 h hrp (by omega)
            exact ⟨c, h2, h1, h3⟩
        refine ⟨fun i => c (i % p), ?_, ?_, ?_⟩
        · intro i _
          show c ((i + p) % p) = c (i % p)
          rw [Nat.add_mod_right]
        · intro i hi
          show c ((i + (p + r)) % p) = c (i % p)
          rw [show i + (p + r) = i + r + p by omega, Nat.add_mod_right,
            ← hcp.eq_mod (i + r) (by omega), ← hcp.eq_mod i (by omega)]
          exact hcr i (by omega)
        · intro h
          apply hcd
          intro i hi
          rw [hcp.eq_mod (i + Nat.gcd p r) hi, hcp.eq_mod i (by omega)]
          exact h i (by omega)
  have hp0 : 0 < p := Nat.pos_of_ne_zero fun h => hqp (h ▸ dvd_zero q)
  have hq0 : 0 < q := Nat.pos_of_ne_zero fun h => hpq (h ▸ dvd_zero p)
  have hne : p ≠ q := fun h => hpq (h ▸ dvd_refl p)
  rcases lt_or_gt_of_ne hne with h | h
  · exact main _ p q n le_rfl hp0 h hpq hn
  · rw [Nat.gcd_comm p q] at hn ⊢
    obtain ⟨c, h1, h2, h3⟩ := main _ q p n le_rfl hq0 h hqp (by omega)
    exact ⟨c, h2, h1, h3⟩

end PrimitiveCellWindow
```

If neither period divides the other, $n=p+q-g-1$ sites are too few: some two-species chain, with labels in `Bool`, has both periods but not $g$. The divisibility condition is needed, because if $p$ divides $q$ then $g=p$ is a period already.

The construction runs Euclid's algorithm backwards. Let $p<q=p+r$.

- **If $r$ divides $p$**, then $g=r$ and $n=2p-1$. Put a single impurity at site $p-1$, the middle of the window. No site of the window is $p$ or more away from it, so both periods hold. Site $p-1-r$ is in the window and carries the other label, so period $r$ fails.
- **If not**, induction gives a chain $c$ on $n-p$ sites for the periods $p$ and $r$. Repeat its first $p$ sites: $c'(i)=c(i\bmod p)$. Period $p$ is built in, and $c'=c$ on the first $n-p$ sites. Hence $c'(i+p+r)=c'(i+r)=c'(i)$ whenever $i+p+r<n$, and the failure of period $g$ is inherited.

For $p=2$, $q=3$ the first case gives $ABA$. For $p=3$, $q=5$ the second case repeats it to $ABAABA$.

```lean
#print axioms PrimitiveCellWindow.unique_crystal
-- 'PrimitiveCellWindow.unique_crystal' depends on axioms: [propext, Quot.sound]
#print axioms PrimitiveCellWindow.uniform_of_coprime
-- 'PrimitiveCellWindow.uniform_of_coprime' depends on axioms: [propext, Quot.sound]
#print axioms PrimitiveCellWindow.window_bound_sharp
-- 'PrimitiveCellWindow.window_bound_sharp' depends on axioms: [propext, Classical.choice, Quot.sound]
```
